# The cumulative weight of a Lorentzian distribution of log waiting times is an arctangent

In this model of ferroelectric switching, the logarithmic waiting times `z` of the regions follow a Lorentzian density with centre `m` and half-width `w > 0`, normalised to total weight one. The lemma says that the regions with log waiting time at most `y` have weight 1/2 + arctan((y − m)/w)/π; mathematically, this is the integral of the density from −∞ to `y`. The proof uses the fundamental theorem of calculus on a half-line: the arctangent response has the Lorentzian as its derivative, the Lorentzian is integrable, and the response tends to zero as `y` → −∞. For that last limit it first shows, in `h0`, that `x - m` tends to −∞ with `x`.

As first written in Lean, the proof fails:

```lean
import Mathlib

open MeasureTheory Filter Topology
open scoped Real

namespace FerroelectricSwitching

noncomputable section

/-- Lorentzian density of log waiting times `z`, with centre `m` and half-width `w`. -/
def lorentzian (m w z : ℝ) : ℝ := (w / π) / ((z - m) ^ 2 + w ^ 2)

/-- The arctangent switching response in log time `y`. -/
def arctanResponse (m w y : ℝ) : ℝ := 1 / 2 + Real.arctan ((y - m) / w) / π

/-- The Lorentzian density is integrable over all log waiting times. -/
theorem integrable_lorentzian (m : ℝ) {w : ℝ} (hw : 0 < w) :
    Integrable (lorentzian m w) := by
  have h := ((integrable_inv_one_add_sq.comp_div hw.ne').comp_sub_right m).const_mul
    (1 / (π * w))
  refine h.congr (Eventually.of_forall fun z => ?_)
  change 1 / (π * w) * (1 + ((z - m) / w) ^ 2)⁻¹ = lorentzian m w z
  have hπ := Real.pi_pos
  have hq : (z - m) ^ 2 + w ^ 2 ≠ 0 := by positivity
  have h3 : 1 + ((z - m) / w) ^ 2 = ((z - m) ^ 2 + w ^ 2) / w ^ 2 := by
    field_simp
    ring
  rw [h3, lorentzian]
  field_simp

/-- The slope of the arctangent response in log time is the Lorentzian density of log
waiting times. -/
theorem hasDerivAt_arctanResponse (m y : ℝ) {w : ℝ} (hw : 0 < w) :
    HasDerivAt (arctanResponse m w) (lorentzian m w y) y := by
  have h1 : HasDerivAt (fun x : ℝ => (x - m) / w) (1 / w) y :=
    ((hasDerivAt_id' y).sub_const m).div_const w
  have h2 : HasDerivAt (arctanResponse m w)
      (1 / (1 + ((y - m) / w) ^ 2) * (1 / w) / π) y :=
    (h1.arctan.div_const π).const_add (1 / 2 : ℝ)
  refine h2.congr_deriv ?_
  have hπ := Real.pi_pos
  have hq : (y - m) ^ 2 + w ^ 2 ≠ 0 := by positivity
  have h3 : 1 + ((y - m) / w) ^ 2 = ((y - m) ^ 2 + w ^ 2) / w ^ 2 := by
    field_simp
    ring
  rw [h3, lorentzian]
  field_simp

/-- The weight of the regions with log waiting time at most `y` is the arctangent
response at `y`. -/
theorem integral_Iic_lorentzian (m y : ℝ) {w : ℝ} (hw : 0 < w) :
    ∫ z in Set.Iic y, lorentzian m w z = arctanResponse m w y := by
  have h0 : Tendsto (fun x : ℝ => x - m) atBot atBot := by
    simpa only [sub_eq_add_neg] using tendsto_atBot_add_const_right atBot (-m)
      (tendsto_id : Tendsto (fun x : ℝ => x) atBot atBot)
  have h1 := (Real.tendsto_arctan_atBot.mono_right nhdsWithin_le_nhds).comp
    (h0.atBot_div_const hw)
  have e : (1 / 2 : ℝ) + -(π / 2) / π = 0 := by
    have h : -(π / 2) / π = -(1 / 2) := by field_simp
    rw [h]; norm_num
  -- the response vanishes in the limit of early log times
  have h2 : Tendsto (arctanResponse m w) atBot (𝓝 0) := by
    rw [← e]
    exact (h1.div_const π).const_add (1 / 2 : ℝ)
  rw [integral_Iic_of_hasDerivAt_of_tendsto'
    (fun x _ => hasDerivAt_arctanResponse m x hw)
    (integrable_lorentzian m hw).integrableOn h2, sub_zero]

end

end FerroelectricSwitching
```

The compiler's answer:

```
Main.lean:54:4: error: Type mismatch: After simplification, term
  tendsto_atBot_add_const_right atBot (-m) tendsto_id
 has type
  @Tendsto ℝ ℝ (fun x => id x + -m) atBot atBot
but is expected to have type
  @Tendsto ℝ ℝ (fun x => x + -m) atBot atBot
```

This version goes through:

```diff
@@ -52,5 +52,5 @@
     ∫ z in Set.Iic y, lorentzian m w z = arctanResponse m w y := by
   have h0 : Tendsto (fun x : ℝ => x - m) atBot atBot := by
-    simpa only [sub_eq_add_neg] using tendsto_atBot_add_const_right atBot (-m)
+    simpa only [sub_eq_add_neg, id_eq] using tendsto_atBot_add_const_right atBot (-m)
       (tendsto_id : Tendsto (fun x : ℝ => x) atBot atBot)
   have h1 := (Real.tendsto_arctan_atBot.mono_right nhdsWithin_le_nhds).comp
```

What went wrong. The error is in `h0`, and it concerns the form of a function, not the limit itself. `simpa only [sub_eq_add_neg]` turns the goal's `x - m` into `x + -m`, but the supplied term has a type about `id x + -m`. The `id` comes from `tendsto_id`, which is stated for the identity function `id`. The ascription `Tendsto (fun x : ℝ => x) atBot atBot` was meant to remove it, but it only checks that the two forms agree by definition, and the message shows that `id` is still there in the type of the full term.

The two functions are equal by definition, but the final comparison in `simpa` does not unfold `id`, and the restricted simp set had no rule to remove it. Hence the type mismatch.

The repair adds `id_eq`, which rewrites `id x` to `x`. The supplied statement then becomes one about `x + -m`, exactly as the simplified goal requires.
